# The Förster orientation factor: κ² lies between 0 and 4 for unit vectors, and averages 2/3 for independent isotropic dipoles with a fixed separation direction

Q: I measure energy transfer between two dyes and convert the rate into a distance \(R\). The Förster rate goes as \(\kappa^2/R^6\), and I usually insert \(\kappa^2=2/3\). If the true value is 2, my distance is too short by a factor \(3^{1/6}\approx1.20\). Without bounds on \(\kappa^2\) I can't limit that error, and without conditions for 2/3 I don't know when to expect it. What can be derived?

A: Let \(d\) and \(a\) be unit vectors along the donor and acceptor transition dipoles, and \(r\) the unit vector from one molecule to the other. Then
\[
\kappa=d\cdot a-3(d\cdot r)(a\cdot r).
\]
Put \(F=3(d\cdot r)r-d\), the angular part of the donor's dipole field. Then \(F\cdot a=-\kappa\), and since \(|r|=1\),
\[
|F|^2=9(d\cdot r)^2-6(d\cdot r)^2+|d|^2=|d|^2+3(d\cdot r)^2 .
\]
Cauchy-Schwarz, used twice, gives
\[
\kappa^2\le|F|^2|a|^2=1+3(d\cdot r)^2\le4 .
\]

Q: Are all values in between reached?

A: Yes. Number the axes 0, 1, 2, with unit vectors \(e_0,e_1,e_2\). For \(-2\le t\le2\) take \(d=r=e_2\) and \(a=(s,0,-t/2)\) with \(s^2=1-t^2/4\). Then \(|a|=1\) and \(\kappa=-t/2+3t/2=t\). For your distance this means that inserting 2/3 can make it too short by at most a factor \(6^{1/6}\approx1.35\). There is no such limit on how much too long it can be, because \(\kappa^2\) can come arbitrarily close to 0.

If \(\kappa^2=4\), the first bound forces \((d\cdot r)^2=1\). For the matching sign, \(|d\mp r|^2=2\mp2\,d\cdot r=0\), so \(d=\pm r\). Exchanging \(d\) and \(a\) leaves \(\kappa\) unchanged, so \(a=\pm r\) too. Conversely, two dipoles along \(r\) give \(\kappa=\pm2\).

Q: And the averages?

A: Keep \(r\) fixed, and let acceptors \(a_k\) have weights \(w_k\) with \(\sum_k w_k a_{k,i}a_{k,j}=\delta_{ij}/3\). For any vector \(u\),
\[
\sum_k w_k(u\cdot a_k)^2=\sum_{i,j}u_iu_j\frac{\delta_{ij}}3=\frac{|u|^2}3 .
\]
Setting \(u=F\) gives the average for a fixed unit donor, \((1+3(d\cdot r)^2)/3\). Now let the donor vary independently, with weights \(p_i\) and the same second moments. The trace of its moment matrix gives \(\sum_i p_i|d_i|^2=1\), and \(u=r\) gives \(\sum_i p_i(d_i\cdot r)^2=1/3\). Hence
\[
\langle\kappa^2\rangle=\tfrac13\left(1+3\cdot\tfrac13\right)=\tfrac23 .
\]

Q: Give me numbers for the fixed donor.

A: Take \(r=e_2\) and a donor at 60° to it, \(d=(\sqrt3/2,0,1/2)\). Let the acceptor point along each axis with weight 1/3. The three values of \(\kappa\) are \(\sqrt3/2\), \(0\) and \(1/2-3/2=-1\). The mean square is \((3/4+0+1)/3=7/12\), and the formula gives \((1+3/4)/3=7/12\).

Q: Now the Lean version. What are its dipoles?

A: Vectors are functions `Fin 3 → ℝ`, and `⬝ᵥ` is the dot product.

```lean
import Mathlib

open Matrix

namespace ForsterOrientation

noncomputable section
```

The definition of `kappa` accepts vectors of any length. Unit length enters as a hypothesis such as `r ⬝ᵥ r = 1`, wherever a theorem needs it.

```lean
/-- For unit vectors, the orientation factor of dipole-dipole energy transfer, with donor dipole
`d`, acceptor dipole `a` and direction `r` from one to the other. -/
def kappa (d a r : Fin 3 → ℝ) : ℝ :=
  d ⬝ᵥ a - 3 * (d ⬝ᵥ r) * (a ⬝ᵥ r)
```

The name `dipoleField` promises more than it holds: the prefactor with the dipole strength and \(1/R^3\) is left out.

```lean
/-- For a unit vector `r`, the angular part of the electric field of a dipole `d`, seen in the
direction `r`. -/
def dipoleField (d r : Fin 3 → ℝ) : Fin 3 → ℝ :=
  (3 * (d ⬝ᵥ r)) • r - d
```

Q: "Isotropic" normally means uniform over the sphere. Is that what is assumed?

A: Less is assumed. `IsIsotropic` fixes only the second moments of a finite weighted family. It doesn't require unit vectors, or weights that are nonnegative and sum to one. If the vectors are unit vectors, the trace condition makes the weights sum to one; with nonnegative weights as well, the sums are ordinary means.

```lean
/-- A finite family of dipoles `a k` with weights `w k` is isotropic to second order when its
second-moment matrix is one third of the identity. -/
def IsIsotropic {ι : Type*} [Fintype ι] (w : ι → ℝ) (a : ι → Fin 3 → ℝ) : Prop :=
  ∀ i j, ∑ k, w k * (a k i * a k j) = if i = j then 1 / 3 else 0
```

Q: A uniform distribution is continuous, though.

A: The theorems concern finite families. A uniform distribution on the sphere has the same second moments, and the derivation above carries over with integrals for sums.

Q: Show me how the field enters the proof.

A: The first lemma is \(\kappa=-F\cdot a\). It writes out the three components, and `ring` compares the two sides.

```lean
/-- `kappa` is minus the dot product of the donor's `dipoleField` with the acceptor dipole. -/
theorem kappa_eq_neg_field (d a r : Fin 3 → ℝ) :
    kappa d a r = -(dipoleField d r ⬝ᵥ a) := by
  simp only [kappa, dipoleField, dotProduct, Fin.sum_univ_three, Pi.sub_apply,
    Pi.smul_apply, smul_eq_mul]
  ring
```

The second is the formula for \(|F|^2\). The two sides differ by \(9(d\cdot r)^2(|r|^2-1)\), which is the multiple of `hr` that `linear_combination` is given.

```lean
/-- In a unit direction `r`, the squared strength of the angular dipole field is
`|d|² + 3 (d·r)²`. -/
theorem dipoleField_sq (d : Fin 3 → ℝ) {r : Fin 3 → ℝ} (hr : r ⬝ᵥ r = 1) :
    dipoleField d r ⬝ᵥ dipoleField d r = d ⬝ᵥ d + 3 * (d ⬝ᵥ r) ^ 2 := by
  simp only [dipoleField, dotProduct, Fin.sum_univ_three, Pi.sub_apply,
    Pi.smul_apply, smul_eq_mul] at hr ⊢
  linear_combination 9 * (d 0 * r 0 + d 1 * r 1 + d 2 * r 2) ^ 2 * hr
```

Next comes the first Cauchy-Schwarz step, for a unit acceptor and a donor of any length.

```lean
/-- For a unit acceptor dipole and a unit direction, `kappa²` is at most the squared strength
of the donor's angular field. -/
theorem kappa_sq_le (d : Fin 3 → ℝ) {a r : Fin 3 → ℝ} (ha : a ⬝ᵥ a = 1) (hr : r ⬝ᵥ r = 1) :
    kappa d a r ^ 2 ≤ d ⬝ᵥ d + 3 * (d ⬝ᵥ r) ^ 2 := by
  -- Cauchy-Schwarz between the field and the acceptor dipole
  have h : (dipoleField d r ⬝ᵥ a) ^ 2 ≤
      (dipoleField d r ⬝ᵥ dipoleField d r) * (a ⬝ᵥ a) := by
    simpa only [dotProduct, pow_two] using
      Finset.sum_mul_sq_le_sq_mul_sq Finset.univ (dipoleField d r) a
  rw [dipoleField_sq d hr, ha, mul_one] at h
  rw [kappa_eq_neg_field, neg_sq]
  exact h
```

Q: Does the range theorem say that the ends are attained, or only that they are bounds?

A: Both. `kappa_range` says that a real number `t` is the orientation factor of some three unit vectors if and only if \(-2\le t\le2\). Squaring gives the whole interval from 0 to 4 for \(\kappa^2\). In the forward direction, a second Cauchy-Schwarz bound gives \((d\cdot r)^2\le1\), and `nlinarith` passes from \(t^2\le4\) to the two bounds on \(t\). In the reverse direction the proof supplies the tilted acceptor from above, with `s` obtained as a square root.

```lean
/-- The values of the orientation factor on unit vectors are exactly the numbers from `-2` to `2`,
ends included. -/
theorem kappa_range (t : ℝ) :
    (∃ d a r : Fin 3 → ℝ, d ⬝ᵥ d = 1 ∧ a ⬝ᵥ a = 1 ∧ r ⬝ᵥ r = 1 ∧ kappa d a r = t) ↔
      -2 ≤ t ∧ t ≤ 2 := by
  constructor
  · rintro ⟨d, a, r, hd, ha, hr, rfl⟩
    have h := kappa_sq_le d ha hr
    have hc : (d ⬝ᵥ r) ^ 2 ≤ (d ⬝ᵥ d) * (r ⬝ᵥ r) := by
      simpa only [dotProduct, pow_two] using Finset.sum_mul_sq_le_sq_mul_sq Finset.univ d r
    rw [hd, hr, mul_one] at hc
    rw [hd] at h
    constructor <;> nlinarith
  · rintro ⟨h1, h2⟩
    -- donor along the axis, acceptor tilted so that its axial component is -t/2
    obtain ⟨s, hs⟩ : ∃ s : ℝ, s * s = 1 - t ^ 2 / 4 :=
      ⟨√(1 - t ^ 2 / 4), Real.mul_self_sqrt (by nlinarith)⟩
    have hz : (![0, 0, 1] : Fin 3 → ℝ) ⬝ᵥ ![0, 0, 1] = 1 := by
      simp [dotProduct, Fin.sum_univ_three]
    refine ⟨![0, 0, 1], ![s, 0, -t / 2], ![0, 0, 1], hz, ?_, hz, ?_⟩
    · simp only [dotProduct, Fin.sum_univ_three]
      show s * s + 0 * 0 + (-t / 2) * (-t / 2) = 1
      linear_combination hs
    · simp only [kappa, dotProduct, Fin.sum_univ_three]
      show (0 * s + 0 * 0 + 1 * (-t / 2)) - 3 * (0 * 0 + 0 * 0 + 1 * 1) *
        (s * 0 + 0 * 0 + (-t / 2) * 1) = t
      ring
```

Q: And the maximum belongs only to collinear dipoles?

A: Yes, with each dipole free to point either way along \(r\). The inner claim `par` shows that a unit vector whose squared projection on \(r\) is at least one must be \(r\) or \(-r\). It factors \((u\cdot r)^2-1=0\) and shows that the matching difference or sum has zero length. `hsymm` supplies the exchange of donor and acceptor, so `par` applies to both.

```lean
/-- For unit vectors, `kappa²` equals `4` exactly when both dipoles lie along the line
joining donor and acceptor, each in either sense. -/
theorem kappa_sq_eq_four_iff {d a r : Fin 3 → ℝ}
    (hd : d ⬝ᵥ d = 1) (ha : a ⬝ᵥ a = 1) (hr : r ⬝ᵥ r = 1) :
    kappa d a r ^ 2 = 4 ↔ (d = r ∨ d = -r) ∧ (a = r ∨ a = -r) := by
  constructor
  · intro h
    -- a unit vector whose projection on r has full length is r or -r
    have par : ∀ u : Fin 3 → ℝ, u ⬝ᵥ u = 1 → 1 ≤ (u ⬝ᵥ r) ^ 2 → u = r ∨ u = -r := by
      intro u hu h1
      have hc : (u ⬝ᵥ r) ^ 2 ≤ (u ⬝ᵥ u) * (r ⬝ᵥ r) := by
        simpa only [dotProduct, pow_two] using Finset.sum_mul_sq_le_sq_mul_sq Finset.univ u r
      rw [hu, hr, mul_one] at hc
      have h0 : (u ⬝ᵥ r - 1) * (u ⬝ᵥ r + 1) = 0 := by
        linear_combination le_antisymm hc h1
      rcases mul_eq_zero.mp h0 with h2 | h2
      · left
        apply sub_eq_zero.mp
        apply dotProduct_self_eq_zero.mp
        simp only [sub_dotProduct, dotProduct_sub, dotProduct_comm r u]
        linear_combination hu + hr - 2 * h2
      · right
        apply eq_neg_of_add_eq_zero_left
        apply dotProduct_self_eq_zero.mp
        simp only [add_dotProduct, dotProduct_add, dotProduct_comm r u]
        linear_combination hu + hr + 2 * h2
    have hsymm : kappa a d r = kappa d a r := by
      simp only [kappa, dotProduct_comm a d]
      ring
    have h1 := kappa_sq_le d ha hr
    have h2 := kappa_sq_le a hd hr
    rw [h, hd] at h1
    rw [hsymm, h, ha] at h2
    exact ⟨par d hd (by linarith), par a ha (by linarith)⟩
  · rintro ⟨h1 | h1, h2 | h2⟩ <;> rw [h1, h2] <;>
      simp only [kappa, neg_dotProduct, dotProduct_neg, hr] <;> norm_num
```

Q: Where does isotropy do its work?

A: In the projection lemma, and once more in the donor's trace further down. In the lemma, the square \((u\cdot a_k)^2\) is expanded into three diagonal and three doubled off-diagonal moments, and the hypothesis replaces them by 1/3 and 0.

```lean
/-- For a family isotropic to second order, the weighted sum of the squared dot products with any
vector `u` is `|u|²/3`. -/
theorem isotropic_projection {ι : Type*} [Fintype ι] {w : ι → ℝ} {a : ι → Fin 3 → ℝ}
    (h : IsIsotropic w a) (u : Fin 3 → ℝ) :
    ∑ k, w k * (u ⬝ᵥ a k) ^ 2 = (u ⬝ᵥ u) / 3 := by
  -- expand the square into second moments
  have e : ∑ k, w k * (u ⬝ᵥ a k) ^ 2 =
      u 0 * u 0 * ∑ k, w k * (a k 0 * a k 0) + u 1 * u 1 * ∑ k, w k * (a k 1 * a k 1)
      + u 2 * u 2 * ∑ k, w k * (a k 2 * a k 2) + 2 * u 0 * u 1 * ∑ k, w k * (a k 0 * a k 1)
      + 2 * u 0 * u 2 * ∑ k, w k * (a k 0 * a k 2)
      + 2 * u 1 * u 2 * ∑ k, w k * (a k 1 * a k 2) := by
    simp only [Finset.mul_sum, ← Finset.sum_add_distrib]
    refine Finset.sum_congr rfl fun k _ => ?_
    simp only [dotProduct, Fin.sum_univ_three]
    ring
  rw [e, (h 0 0).trans (if_pos rfl), (h 1 1).trans (if_pos rfl), (h 2 2).trans (if_pos rfl),
    (h 0 1).trans (if_neg (by decide)), (h 0 2).trans (if_neg (by decide)),
    (h 1 2).trans (if_neg (by decide))]
  simp only [dotProduct, Fin.sum_univ_three]
  ring
```

The fixed-donor average is that lemma with \(u=F\). It is stated for a donor of any length, so \(|d|^2\) stands where the formula for a unit donor has 1.

```lean
/-- For a fixed donor dipole `d`, a unit direction `r` and acceptors isotropic to second order, the
weighted sum of `kappa²` is `(|d|² + 3 (d·r)²)/3`. -/
theorem kappa_sq_fixed_donor {ι : Type*} [Fintype ι] {w : ι → ℝ} {a : ι → Fin 3 → ℝ}
    (h : IsIsotropic w a) (d : Fin 3 → ℝ) {r : Fin 3 → ℝ} (hr : r ⬝ᵥ r = 1) :
    ∑ k, w k * kappa d (a k) r ^ 2 = (d ⬝ᵥ d + 3 * (d ⬝ᵥ r) ^ 2) / 3 := by
  simp only [kappa_eq_neg_field, neg_sq]
  rw [isotropic_projection h, dipoleField_sq d hr]
```

Q: How is independence expressed?

A: By product weights: the pair \((i,j)\) has weight `p i * q j`. The direction `r` is the same for all pairs. The proof sums over acceptors first (`inner_sum`), finds the donor's trace (`tr`), and separates the two donor averages (`split`). The projection lemma with \(u=r\) then finishes the sum.

```lean
/-- For independent donor and acceptor orientations (product weights), both isotropic to second
order, and a unit direction `r`, the weighted sum of `kappa²` is `2/3`. -/
theorem kappa_sq_isotropic {ι η : Type*} [Fintype ι] [Fintype η]
    {p : ι → ℝ} {d : ι → Fin 3 → ℝ} {q : η → ℝ} {a : η → Fin 3 → ℝ}
    (hp : IsIsotropic p d) (hq : IsIsotropic q a) {r : Fin 3 → ℝ} (hr : r ⬝ᵥ r = 1) :
    ∑ i, ∑ j, p i * q j * kappa (d i) (a j) r ^ 2 = 2 / 3 := by
  -- average over the acceptors first
  have inner_sum : ∀ i, ∑ j, p i * q j * kappa (d i) (a j) r ^ 2 =
      p i * ((d i ⬝ᵥ d i + 3 * (d i ⬝ᵥ r) ^ 2) / 3) := by
    intro i
    rw [← kappa_sq_fixed_donor hq (d i) hr, Finset.mul_sum]
    exact Finset.sum_congr rfl fun j _ => by ring
  -- the trace of the donor's second-moment matrix is one
  have tr : ∑ i, p i * (d i ⬝ᵥ d i) = 1 := by
    have e : ∑ i, p i * (d i ⬝ᵥ d i) = ∑ i, p i * (d i 0 * d i 0)
        + ∑ i, p i * (d i 1 * d i 1) + ∑ i, p i * (d i 2 * d i 2) := by
      simp only [← Finset.sum_add_distrib]
      refine Finset.sum_congr rfl fun i _ => ?_
      simp only [dotProduct, Fin.sum_univ_three]
      ring
    rw [e, (hp 0 0).trans (if_pos rfl), (hp 1 1).trans (if_pos rfl),
      (hp 2 2).trans (if_pos rfl)]
    norm_num
  have split : ∑ i, p i * ((d i ⬝ᵥ d i + 3 * (d i ⬝ᵥ r) ^ 2) / 3) =
      1 / 3 * ∑ i, p i * (d i ⬝ᵥ d i) + ∑ i, p i * (r ⬝ᵥ d i) ^ 2 := by
    rw [Finset.mul_sum, ← Finset.sum_add_distrib]
    refine Finset.sum_congr rfl fun i _ => ?_
    rw [dotProduct_comm r (d i)]
    ring
  rw [Finset.sum_congr rfl fun i _ => inner_sum i, split, tr, isotropic_projection hp, hr]
  norm_num
```

Q: Does any family meet the isotropy condition?

A: The three coordinate axes with weight 1/3 each do. That is the smallest possible number of vectors, because fewer than three can't produce a moment matrix of rank three. The proof checks all nine matrix entries.

```lean
/-- The three coordinate axes with equal weights `1/3` are isotropic to second order. -/
theorem isotropic_axes_witness :
    IsIsotropic (fun _ : Fin 3 => (1 / 3 : ℝ)) (fun k => Pi.single k 1) := by
  intro i j
  fin_cases i <;> fin_cases j <;> norm_num [Fin.sum_univ_three, Pi.single_apply]
```

For independent donor and acceptor on these axes, with \(r=e_2\), there are nine equally likely pairs. Perpendicular pairs give \(\kappa=0\), and the parallel ones give \(\kappa^2=1,1,4\). The mean is \(6/9=2/3\).

Q: And if the two dyes are locked parallel?

A: On these axes, only the three parallel pairs then occur, and the mean is \(6/3=2\), the value behind your factor 1.20 in distance. That number belongs to the three-axis model: a parallel pair turning uniformly over the sphere, with \(r\) fixed, has \(\kappa=1-3(d\cdot r)^2\) and a mean square of \(1-2+9/5=4/5\). Each dye taken alone is still isotropic to second order. So the separate second moments don't fix the average; something must also be known about how the two orientations are correlated. The last theorem evaluates the three-axis case by direct expansion.

```lean
/-- If donor and acceptor are always parallel, pointing together along one of the three axes
with equal weights, and `r` is the third axis, the mean of `kappa²` is `2`. -/
theorem kappa_sq_parallel_axes :
    ∑ k : Fin 3, (1 / 3 : ℝ) *
      kappa (Pi.single k 1) (Pi.single k 1) (Pi.single 2 1) ^ 2 = 2 := by
  have h20 : (2 : Fin 3) ≠ 0 := by decide
  have h21 : (2 : Fin 3) ≠ 1 := by decide
  norm_num [kappa, dotProduct, Fin.sum_univ_three, Pi.single_apply, h20, h21]

end

end ForsterOrientation
```

```lean
#print axioms ForsterOrientation.kappa_range
#print axioms ForsterOrientation.kappa_sq_eq_four_iff
#print axioms ForsterOrientation.kappa_sq_isotropic
#print axioms ForsterOrientation.kappa_sq_parallel_axes
```

```
'ForsterOrientation.kappa_range' depends on axioms: [propext, Classical.choice, Quot.sound]
'ForsterOrientation.kappa_sq_eq_four_iff' depends on axioms: [propext, Classical.choice, Quot.sound]
'ForsterOrientation.kappa_sq_isotropic' depends on axioms: [propext, Classical.choice, Quot.sound]
'ForsterOrientation.kappa_sq_parallel_axes' depends on axioms: [propext, Classical.choice, Quot.sound]
```

Q: Then may I use 2/3 for my dyes?

A: The derivation covers them if their orientations, taken relative to the line joining them, are independent and each has the isotropic second moments. Tumbling of the pair as a whole is not enough: a donor held along that line, with a freely turning acceptor, gives \((1+3)/3=4/3\). One physical step then remains: your measured rate must actually follow the averaged \(\kappa^2\). That is reasonable when both dyes reorient much faster than they transfer energy. If they are frozen during transfer, each pair has its own rate, and a single averaged rate generally fails to describe the decay.

Q: What use is this in a simulation?

A: When the electronic coupling is modelled as that of two point dipoles, the golden-rule rate for each sampled geometry contains \(\kappa^2\). The bounds then apply to every geometry, while 2/3 is a statement about an average, derived here from the stated moments and independence.
